# Lorentz–Berthelot dispersion coefficients have rank at most seven and are never below their geometric means

Take two Lennard-Jones sites with well depth $\varepsilon=1$ and diameters $\sigma_1=1$, $\sigma_2=3$, in reduced units. The like-pair dispersion coefficients $4\varepsilon\sigma^6$ are $C_{11}=4$ and $C_{22}=2916$. The arithmetic mean of the diameters is 2, so the mixed coefficient is $C_{12}=4\cdot 2^6=256$. The geometric mean of the like-pair coefficients is only $\sqrt{4\cdot 2916}=108$.

Since $C_{12}^2\neq C_{11}C_{22}$, the coefficients are not a single product of a factor for each site. They are a short sum of such products, because $C_{12}=\tfrac1{16}(1+3)^6$ and the sixth power of a sum expands into seven terms.

For general sites, labelled by an index type `ι`, the well depths and diameters are real functions `ε` and `σ` on `ι`. The index type is taken to be finite wherever a rank or an energy appears.

In Lean 4 with Mathlib:

```lean
import Mathlib

open Matrix

namespace DispersionMeshMixing

noncomputable section

variable {ι : Type*}
```

The Lorentz–Berthelot mixing rule is geometric in the well depths and arithmetic in the diameters:

$$C_{ij}=4\sqrt{\varepsilon_i\varepsilon_j}\left(\frac{\sigma_i+\sigma_j}{2}\right)^6 .$$

```lean
/-- Dispersion coefficients `4 ε σ⁶` with geometric mixing of the well depths and arithmetic
mixing of the diameters. -/
def arithmeticC (ε σ : ι → ℝ) : Matrix ι ι ℝ :=
  Matrix.of fun i j => 4 * Real.sqrt (ε i * ε j) * ((σ i + σ j) / 2) ^ 6
```

The geometric rule keeps only the diagonal of a coefficient matrix and sets $G_{ij}=\sqrt{C_{ii}C_{jj}}$. It leaves the like-pair coefficients of this model unchanged.

```lean
/-- The geometric-mean coefficients built from the like-pair coefficients of `C`. -/
def geometricC (C : Matrix ι ι ℝ) : Matrix ι ι ℝ :=
  Matrix.of fun i j => Real.sqrt (C i i * C j j)
```

## Seven separable terms

For nonnegative well depths the square root splits, $\sqrt{\varepsilon_i\varepsilon_j}=\sqrt{\varepsilon_i}\sqrt{\varepsilon_j}$, and $4/2^6=1/16$. The binomial theorem then gives

$$C_{ij}=\sum_{k=0}^{6}\underbrace{\frac{1}{16}\binom6k\sqrt{\varepsilon_i}\,\sigma_i^{k}}_{L_{ik}}\;\underbrace{\sqrt{\varepsilon_j}\,\sigma_j^{6-k}}_{R_{kj}} .$$

The factor of the first site carries the binomial coefficient.

```lean
/-- The factor carried by the first site in the `k`-th separable term. -/
def leftFactor (ε σ : ι → ℝ) (k : Fin 7) (i : ι) : ℝ :=
  (Nat.choose 6 (k : ℕ) : ℝ) / 16 * Real.sqrt (ε i) * σ i ^ (k : ℕ)
```

The factor of the second site carries the complementary power.

```lean
/-- The factor carried by the second site in the `k`-th separable term. -/
def rightFactor (ε σ : ι → ℝ) (k : Fin 7) (j : ι) : ℝ :=
  Real.sqrt (ε j) * σ j ^ (6 - (k : ℕ))
```

The coefficients will later enter an energy. With $S_{ij}$ the sum of $r^{-6}$ over the nonzero separations between sites $i$ and $j$, periodic images included if there are any (so $S_{ii}=0$ without images), it is

$$E(C)=-\frac12\sum_{i,j}C_{ij}S_{ij}.$$

The matrix `S` is supplied as data and is not computed from positions.

```lean
/-- The dispersion energy for coefficients `C` and pair sums `S i j` of `r⁻⁶`; the factor
one half corrects for double counting. -/
def dispersionEnergy [Fintype ι] (C S : Matrix ι ι ℝ) : ℝ :=
  -(1 / 2) * ∑ i, ∑ j, C i j * S i j
```

The splitting itself is checked by bringing $C_{ij}$ to the form $\sqrt{\varepsilon_i}\sqrt{\varepsilon_j}\,(\sigma_i+\sigma_j)^6/16$, inserting the expansion `add_pow`, and comparing the sums term by term.

```lean
/-- For nonnegative well depths the arithmetically mixed coefficient is a sum of seven products of
one-site factors. -/
theorem binomial_splitting (ε σ : ι → ℝ) (hε : ∀ i, 0 ≤ ε i) (i j : ι) :
    arithmeticC ε σ i j = ∑ k : Fin 7, leftFactor ε σ k i * rightFactor ε σ k j := by
  have hb : (σ i + σ j) ^ 6 =
      ∑ k : Fin 7, σ i ^ (k : ℕ) * σ j ^ (6 - (k : ℕ)) * (Nat.choose 6 (k : ℕ) : ℝ) :=
    (add_pow (σ i) (σ j) 6).trans (Finset.sum_range _)
  calc arithmeticC ε σ i j
      = Real.sqrt (ε i) * Real.sqrt (ε j) / 16 * (σ i + σ j) ^ 6 := by
        simp only [arithmeticC, Matrix.of_apply]
        rw [Real.sqrt_mul (hε i)]
        ring
    _ = _ := by
        rw [hb, Finset.mul_sum]
        refine Finset.sum_congr rfl fun k _ => ?_
        simp only [leftFactor, rightFactor]
        ring
```

Read as matrices, the splitting says $C=LR$, where $L$ has seven columns and $R$ has seven rows. Hence $\operatorname{rank}C\le\operatorname{rank}L\le7$, however many sites there are.

```lean
/-- For nonnegative well depths the matrix of arithmetically mixed coefficients has rank at most
seven, for any finite number of sites. -/
theorem rank_le_seven [Fintype ι] (ε σ : ι → ℝ) (hε : ∀ i, 0 ≤ ε i) :
    (arithmeticC ε σ).rank ≤ 7 := by
  let L : Matrix ι (Fin 7) ℝ := Matrix.of fun i k => leftFactor ε σ k i
  let R : Matrix (Fin 7) ι ℝ := Matrix.of fun k j => rightFactor ε σ k j
  have h : arithmeticC ε σ = L * R := by
    ext i j
    rw [binomial_splitting ε σ hε, Matrix.mul_apply]
    rfl
  rw [h]
  exact (Matrix.rank_mul_le_left L R).trans (by simpa using L.rank_le_card_width)
```

In a pairwise $r^{-6}$ model with fixed site parameters, a particle-mesh Ewald sum with arithmetic mixing can therefore be assembled from seven distributions of site factors, $\sqrt{\varepsilon_i}\,\sigma_i^{k}$ with $k=0,\dots,6$.

## Seven distinct diameters reach the bound

For exactly seven sites, let $V_{ik}=\sigma_i^k$ be the Vandermonde matrix and $W_{jk}=\sigma_j^{6-k}$ the same matrix with its columns reversed. With $A=\operatorname{diag}(\sqrt{\varepsilon_i})$ and $D=\operatorname{diag}\!\big(\tbinom6k/16\big)$,

$$C=A\,V\,D\,W^{\mathsf T}A,\qquad \det C=\pm\Big(\prod_i\varepsilon_i\Big)\Big(\prod_k\tfrac1{16}\tbinom6k\Big)(\det V)^2 .$$

Since $\det V=\prod_{i<j}(\sigma_j-\sigma_i)$, positive well depths and pairwise distinct diameters make the determinant nonzero. The proof establishes the factorisation as `hfac` and then shows that each factor has a nonzero determinant; the sign from the column reversal plays no part.

```lean
/-- For seven sites with positive well depths and pairwise distinct diameters the coefficient matrix
is nonsingular. -/
theorem det_ne_zero_of_distinct (ε σ : Fin 7 → ℝ) (hε : ∀ i, 0 < ε i)
    (hσ : Function.Injective σ) : (arithmeticC ε σ).det ≠ 0 := by
  let a : Fin 7 → ℝ := fun i => Real.sqrt (ε i)
  let c : Fin 7 → ℝ := fun k => (Nat.choose 6 (k : ℕ) : ℝ) / 16
  -- both one-site factors are scaled Vandermonde matrices, one with reversed columns
  have hfac : arithmeticC ε σ = diagonal a * vandermonde σ * diagonal c *
      (((vandermonde σ).submatrix id Fin.revPerm)ᵀ * diagonal a) := by
    ext i j
    rw [binomial_splitting ε σ (fun i => (hε i).le), Matrix.mul_apply]
    refine Finset.sum_congr rfl fun k _ => ?_
    have hk : 7 - ((k : ℕ) + 1) = 6 - (k : ℕ) := by omega
    simp only [Matrix.mul_diagonal, Matrix.diagonal_mul, Matrix.transpose_apply,
      Matrix.submatrix_apply, id_eq, Matrix.vandermonde_apply, Fin.revPerm_apply,
      Fin.val_rev, leftFactor, rightFactor, hk, a, c]
    ring
  have hV : (vandermonde σ).det ≠ 0 := Matrix.det_vandermonde_ne_zero_iff.mpr hσ
  have hW : ((vandermonde σ).submatrix id Fin.revPerm).det ≠ 0 := by
    rw [Matrix.det_permute']
    exact mul_ne_zero (Int.cast_ne_zero.mpr (Units.ne_zero _)) hV
  have ha : (diagonal a).det ≠ 0 := by
    rw [Matrix.det_diagonal]
    exact Finset.prod_ne_zero_iff.mpr fun i _ => (Real.sqrt_pos.mpr (hε i)).ne'
  have hc : (diagonal c).det ≠ 0 := by
    rw [Matrix.det_diagonal]
    refine Finset.prod_ne_zero_iff.mpr fun k _ => ?_
    have hk : (0 : ℝ) < (Nat.choose 6 (k : ℕ) : ℝ) := by
      exact_mod_cast Nat.choose_pos (by omega)
    exact (div_pos hk (by norm_num)).ne'
  rw [hfac, Matrix.det_mul, Matrix.det_mul, Matrix.det_mul, Matrix.det_mul,
    Matrix.det_transpose]
  exact mul_ne_zero (mul_ne_zero (mul_ne_zero ha hV) hc) (mul_ne_zero hW ha)
```

In a larger system whose well depths are all positive, let `s` pick out seven sites with distinct diameters. Their block of $C$ is $PCQ$, where $P$ and $Q$ are selection matrices, and multiplication cannot raise the rank. So $7=\operatorname{rank}(PCQ)\le\operatorname{rank}C\le7$. Consequently no exact splitting into fewer than seven products of one-site factors exists for such a system.

```lean
/-- If all well depths are positive and seven of the sites have pairwise distinct diameters, the
coefficient matrix has rank exactly seven. -/
theorem rank_eq_seven [Fintype ι] (ε σ : ι → ℝ) (hε : ∀ i, 0 < ε i)
    (s : Fin 7 → ι) (hs : Function.Injective (σ ∘ s)) :
    (arithmeticC ε σ).rank = 7 := by
  classical
  refine le_antisymm (rank_le_seven ε σ fun i => (hε i).le) ?_
  -- picking out the seven sites is multiplication by selection matrices
  have hsub : arithmeticC (ε ∘ s) (σ ∘ s) = (1 : Matrix ι ι ℝ).submatrix s id *
      arithmeticC ε σ * (1 : Matrix ι ι ℝ).submatrix id s := by
    have h0 : arithmeticC (ε ∘ s) (σ ∘ s) = (arithmeticC ε σ).submatrix s s := rfl
    rw [h0]
    ext i j
    simp [Matrix.mul_apply, Matrix.one_apply]
  have hdet := det_ne_zero_of_distinct (ε ∘ s) (σ ∘ s) (fun i => hε (s i)) hs
  have hrank : (arithmeticC (ε ∘ s) (σ ∘ s)).rank = 7 := by
    have h := Matrix.rank_of_isUnit _
      ((Matrix.isUnit_iff_isUnit_det _).mpr (isUnit_iff_ne_zero.mpr hdet))
    simpa using h
  rw [← hrank, hsub]
  exact (Matrix.rank_mul_le_left _ _).trans (Matrix.rank_mul_le_right _ _)
```

## The geometric coefficient is never larger

Let all well depths and diameters be positive. Then

$$C_{ii}C_{jj}=16\,\varepsilon_i\varepsilon_j\,\sigma_i^6\sigma_j^6=\left(4\sqrt{\varepsilon_i\varepsilon_j}\,(\sigma_i\sigma_j)^3\right)^2,$$

and the bracket is positive, so the root is $G_{ij}=4\sqrt{\varepsilon_i\varepsilon_j}\,(\sigma_i\sigma_j)^3$. This is a single product of site factors $2\sqrt{\varepsilon_i}\,\sigma_i^3$. In the code, `linear_combination` verifies the perfect square and `Real.sqrt_sq` takes the root.

```lean
/-- For positive well depths and diameters the geometric-mean coefficient is `4 √(ε_i ε_j) (σ_i
σ_j)³`. -/
theorem geometricC_apply (ε σ : ι → ℝ) (hε : ∀ i, 0 < ε i) (hσ : ∀ i, 0 < σ i) (i j : ι) :
    geometricC (arithmeticC ε σ) i j = 4 * Real.sqrt (ε i * ε j) * (σ i * σ j) ^ 3 := by
  have hi := hσ i
  have hj := hσ j
  have q := Real.sq_sqrt (mul_pos (hε i) (hε j)).le
  have h : arithmeticC ε σ i i * arithmeticC ε σ j j =
      (4 * Real.sqrt (ε i * ε j) * (σ i * σ j) ^ 3) ^ 2 := by
    simp only [arithmeticC, Matrix.of_apply, Real.sqrt_mul_self (hε i).le,
      Real.sqrt_mul_self (hε j).le]
    linear_combination (-16 * (σ i * σ j) ^ 6) * q
  simp only [geometricC, Matrix.of_apply]
  rw [h, Real.sqrt_sq (by positivity)]
```

The two rules now differ only in the diameters, and

$$\left(\frac{\sigma_i+\sigma_j}{2}\right)^2-\sigma_i\sigma_j=\frac{(\sigma_i-\sigma_j)^2}{4}\ge0 .$$

Cubing preserves the order of nonnegative numbers, and multiplying by $4\sqrt{\varepsilon_i\varepsilon_j}>0$ gives $G_{ij}\le C_{ij}$. If the diameters differ, every step is strict; if they are equal, both coefficients are the same. The theorem states the inequality and this equality criterion together. In its proof `nlinarith` supplies the comparison of squares and `gcongr` the cubing.

```lean
/-- For positive well depths and diameters the geometric-mean coefficient never exceeds the
arithmetically mixed one, and the two agree exactly when the diameters are equal. -/
theorem geometric_le_arithmetic (ε σ : ι → ℝ) (hε : ∀ i, 0 < ε i) (hσ : ∀ i, 0 < σ i)
    (i j : ι) :
    geometricC (arithmeticC ε σ) i j ≤ arithmeticC ε σ i j ∧
      (arithmeticC ε σ i j = geometricC (arithmeticC ε σ) i j ↔ σ i = σ j) := by
  have hi := hσ i
  have hj := hσ j
  have hs : 0 < 4 * Real.sqrt (ε i * ε j) :=
    mul_pos (by norm_num) (Real.sqrt_pos.mpr (mul_pos (hε i) (hε j)))
  have e : (((σ i + σ j) / 2) ^ 2) ^ 3 = ((σ i + σ j) / 2) ^ 6 := by ring
  rw [geometricC_apply ε σ hε hσ]
  simp only [arithmeticC, Matrix.of_apply]
  refine ⟨mul_le_mul_of_nonneg_left ?_ hs.le, fun h => ?_, fun h => ?_⟩
  · -- arithmetic versus geometric mean of the diameters, cubed
    have h2 : σ i * σ j ≤ ((σ i + σ j) / 2) ^ 2 := by nlinarith [sq_nonneg (σ i - σ j)]
    rw [← e]
    gcongr
  · have h6 := mul_left_cancel₀ hs.ne' h
    by_contra hne
    have hp : 0 < (σ i - σ j) ^ 2 := by
      have := sub_ne_zero.mpr hne
      positivity
    have h2 : σ i * σ j < ((σ i + σ j) / 2) ^ 2 := by nlinarith
    have h3 : (σ i * σ j) ^ 3 < (((σ i + σ j) / 2) ^ 2) ^ 3 := by gcongr
    rw [e, h6] at h3
    exact lt_irrefl _ h3
  · rw [h]
    ring
```

The criterion needs positive well depths. Take $\varepsilon_1=0$, $\varepsilon_2=1$, $\sigma_1=1$, $\sigma_2=2$. Then $C_{12}=G_{12}=0$ although the diameters differ. Some force fields contain such sites, for example hydrogens that carry a charge but no Lennard-Jones term. All their coefficients vanish under both rules, so they can be left out before the energies below are compared.

## Weaker binding at fixed geometry

Let all well depths and diameters again be positive. For the same pair sums, the energies differ by

$$E(G)-E(C)=\frac12\sum_{i,j}(C_{ij}-G_{ij})\,S_{ij}.$$

If all $S_{ij}\ge0$, as holds for sums of $r^{-6}$, every term is nonnegative and the geometric energy is never the lower one. The difference is positive exactly when some term is positive, that is, when some pair has $S_{ij}>0$ and $\sigma_i\ne\sigma_j$. A system with one common diameter shows no difference.

The proof compares the double sums first within each row (`hrow`) and then over the rows. For the strict case, one strictly smaller term makes its row strictly smaller, and that row makes the total strictly smaller. In the other direction, if no such pair exists, the sums agree term by term.

For a simulation with a finite set of sites and pairwise additive dispersion, this fixes the sign of the error made when geometric coefficients replace arithmetic ones throughout the attractive sum. It concerns the dispersion energy at one fixed configuration; repulsion and the response of the structure are not part of the model.

```lean
/-- For positive well depths and diameters and nonnegative pair sums, the geometric rule never gives
a lower dispersion energy than the arithmetic rule, and it gives a strictly higher one exactly when
some pair with a positive pair sum has unequal diameters. -/
theorem geometric_mesh_underbinds [Fintype ι] (ε σ : ι → ℝ) (hε : ∀ i, 0 < ε i)
    (hσ : ∀ i, 0 < σ i) (S : Matrix ι ι ℝ) (hS : ∀ i j, 0 ≤ S i j) :
    dispersionEnergy (arithmeticC ε σ) S ≤
        dispersionEnergy (geometricC (arithmeticC ε σ)) S ∧
      (dispersionEnergy (arithmeticC ε σ) S <
        dispersionEnergy (geometricC (arithmeticC ε σ)) S ↔
          ∃ i j, 0 < S i j ∧ σ i ≠ σ j) := by
  have hterm : ∀ i j, geometricC (arithmeticC ε σ) i j * S i j ≤
      arithmeticC ε σ i j * S i j := fun i j =>
    mul_le_mul_of_nonneg_right (geometric_le_arithmetic ε σ hε hσ i j).1 (hS i j)
  have hrow : ∀ i, ∑ j, geometricC (arithmeticC ε σ) i j * S i j ≤
      ∑ j, arithmeticC ε σ i j * S i j := fun i =>
    Finset.sum_le_sum fun j _ => hterm i j
  unfold dispersionEnergy
  refine ⟨?_, fun h => ?_, ?_⟩
  · have := Finset.sum_le_sum fun i (_ : i ∈ Finset.univ) => hrow i
    linarith
  · -- without such a pair all contributions coincide
    by_contra hno
    have heq : ∑ i, ∑ j, arithmeticC ε σ i j * S i j =
        ∑ i, ∑ j, geometricC (arithmeticC ε σ) i j * S i j := by
      refine Finset.sum_congr rfl fun i _ => Finset.sum_congr rfl fun j _ => ?_
      rcases (hS i j).eq_or_lt with h0 | hpos
      · rw [← h0, mul_zero, mul_zero]
      · have hij : σ i = σ j := by
          by_contra hne
          exact hno ⟨i, j, hpos, hne⟩
        rw [(geometric_le_arithmetic ε σ hε hσ i j).2.mpr hij]
    rw [heq] at h
    exact lt_irrefl _ h
  · rintro ⟨i, j, hpos, hne⟩
    have hg := geometric_le_arithmetic ε σ hε hσ i j
    have hlt := lt_of_le_of_ne hg.1 fun h => hne (hg.2.mp h.symm)
    have hi := Finset.sum_lt_sum (fun j (_ : j ∈ Finset.univ) => hterm i j)
      ⟨j, Finset.mem_univ j, mul_lt_mul_of_pos_right hlt hpos⟩
    have := Finset.sum_lt_sum (fun i (_ : i ∈ Finset.univ) => hrow i)
      ⟨i, Finset.mem_univ i, hi⟩
    linarith

end

end DispersionMeshMixing
```

```lean
#print axioms DispersionMeshMixing.rank_eq_seven
#print axioms DispersionMeshMixing.geometric_mesh_underbinds
```

```
'DispersionMeshMixing.rank_eq_seven' depends on axioms: [propext, Classical.choice, Quot.sound]
'DispersionMeshMixing.geometric_mesh_underbinds' depends on axioms: [propext, Classical.choice, Quot.sound]
```
